# The Levy–Perdew virial relation for power-law functionals of a radial density

A density-functional calculation on a spherical atom yields an electron density n(r) and an exchange potential v(r). In the local density approximation (LDA), can the exchange energy be recovered from n and the slope of v alone?

```lean
import Mathlib

open MeasureTheory Set Filter Topology

namespace LevyPerdewVirial

noncomputable section

/-- A positive radial density on `r ≥ 0`, continuous at the origin and differentiable
for `r > 0`. -/
structure RadialDensity (n : ℝ → ℝ) : Prop where
  pos : ∀ r, 0 ≤ r → 0 < n r
  cont : ContinuousWithinAt n (Ici 0) 0
  diff : ∀ r, 0 < r → DifferentiableAt ℝ n r

/-- The power-law energy per volume `c x ^ p` at density `x > 0`. -/
def energyDensity (c p x : ℝ) : ℝ := c * x ^ p

/-- The power-law potential `c p x ^ (p - 1)` at density `x > 0`. -/
def potential (c p x : ℝ) : ℝ := c * p * x ^ (p - 1)

/-- The energy of a radial density in dimension `d ≥ 1`, without the solid-angle factor. -/
def energy (d : ℕ) (c p : ℝ) (n : ℝ → ℝ) : ℝ :=
  ∫ r in Ioi (0 : ℝ), r ^ (d - 1) * energyDensity c p (n r)

/-- The virial `-∫ n r · ∇v` of a radial density `n` in a radial potential `v`
in dimension `d ≥ 1`, without the solid-angle factor. -/
def virial (d : ℕ) (n v : ℝ → ℝ) : ℝ :=
  -∫ r in Ioi (0 : ℝ), r ^ d * (n r * deriv v r)

/-- If `F` has derivative `F'` on `r > 0`, and `F'` and `F / r` are integrable there, then `F`
vanishes at infinity. -/
theorem boundary_term_vanishes {F F' : ℝ → ℝ}
    (hF : ∀ r ∈ Ioi (0 : ℝ), HasDerivAt F (F' r) r)
    (hF' : IntegrableOn F' (Ioi 0)) (hdiv : IntegrableOn (fun r => F r / r) (Ioi 0)) :
    Tendsto F atTop (𝓝 0) := by
  have hlim := tendsto_limUnder_of_hasDerivAt_of_integrableOn_Ioi hF hF'
  generalize limUnder atTop F = L at hlim
  suffices hL0 : L = 0 by rwa [hL0] at hlim
  by_contra hL
  have hLpos : 0 < |L| := abs_pos.mpr hL
  obtain ⟨R, hR⟩ := eventually_atTop.1 (hlim.abs.eventually_const_lt (half_lt_self hLpos))
  have hsub : Ioi (max R 1) ⊆ Ioi (0 : ℝ) := fun r hr =>
    lt_trans one_pos (lt_of_le_of_lt (le_max_right R 1) hr)
  have hi : Integrable (fun r => F r / r) (volume.restrict (Ioi (max R 1))) :=
    hdiv.mono_set hsub
  -- a nonzero limit would make `1 / r` integrable at infinity
  apply not_integrableOn_Ioi_inv (a := max R 1)
  refine Integrable.mono' (hi.norm.const_mul (2 / |L|))
    measurable_inv.aestronglyMeasurable ?_
  refine (ae_restrict_iff' measurableSet_Ioi).2 (Eventually.of_forall fun r hr => ?_)
  have hr0 : 0 < r := hsub hr
  have h1 := hR r (le_trans (le_max_left R 1) (le_of_lt hr))
  have h2 : 1 ≤ 2 / |L| * |F r| := by
    rw [div_mul_eq_mul_div, le_div_iff₀ hLpos]
    linarith
  simp only [Real.norm_eq_abs, abs_div, abs_inv, abs_of_pos hr0]
  calc r⁻¹ = 1 * r⁻¹ := (one_mul _).symm
    _ ≤ (2 / |L| * |F r|) * r⁻¹ := mul_le_mul_of_nonneg_right h2 (inv_pos.mpr hr0).le
    _ = 2 / |L| * (|F r| / r) := by ring

/-- Radial integration by parts in dimension `d ≥ 1`: for `P` continuous at the origin and
differentiable for `r > 0`, and with both integrands integrable, no boundary term remains. -/
theorem radial_integration_by_parts {d : ℕ} (hd : 1 ≤ d) {P P' : ℝ → ℝ}
    (h0 : ContinuousWithinAt P (Ici 0) 0)
    (hP : ∀ r ∈ Ioi (0 : ℝ), HasDerivAt P (P' r) r)
    (h1 : IntegrableOn (fun r => r ^ (d - 1) * P r) (Ioi 0))
    (h2 : IntegrableOn (fun r => r ^ d * P' r) (Ioi 0)) :
    -∫ r in Ioi (0 : ℝ), r ^ d * P' r = d * ∫ r in Ioi (0 : ℝ), r ^ (d - 1) * P r := by
  have hder : ∀ r ∈ Ioi (0 : ℝ), HasDerivAt (fun s => s ^ d * P s)
      ((d : ℝ) * (r ^ (d - 1) * P r) + r ^ d * P' r) r := fun r hr =>
    ((hasDerivAt_pow d r).fun_mul (hP r hr)).congr_deriv (by ring)
  have h1' : Integrable (fun r => (d : ℝ) * (r ^ (d - 1) * P r))
      (volume.restrict (Ioi 0)) := Integrable.const_mul h1 _
  have hint : IntegrableOn (fun r => (d : ℝ) * (r ^ (d - 1) * P r) + r ^ d * P' r)
      (Ioi 0) := Integrable.add h1' h2
  have hdiv : IntegrableOn (fun r => r ^ d * P r / r) (Ioi 0) := by
    refine h1.congr_fun (fun r hr => ?_) measurableSet_Ioi
    have hr0 : r ≠ 0 := ne_of_gt hr
    have hpow : r ^ d = r ^ (d - 1) * r := by rw [← pow_succ, Nat.sub_add_cancel hd]
    change r ^ (d - 1) * P r = r ^ d * P r / r
    rw [eq_div_iff hr0, hpow]
    ring
  have hc : ContinuousWithinAt (fun s : ℝ => s ^ d * P s) (Ici 0) 0 :=
    (continuous_pow d).continuousWithinAt.mul h0
  -- the total derivative integrates to zero
  have key := integral_Ioi_of_hasDerivAt_of_tendsto hc hder hint
    (boundary_term_vanishes hder hint hdiv)
  rw [integral_add h1' h2, integral_const_mul, zero_pow (by omega : d ≠ 0)] at key
  linarith

/-- Virial relation for a local functional of a `RadialDensity`, with energy density `e` and
differentiable potential `μ = e'`: in dimension `d ≥ 1`, with both integrands integrable, the virial
is `d` times the integral of `r ^ (d - 1) (n μ(n) - e(n))` over `r > 0`. -/
theorem virial_local_functional {d : ℕ} (hd : 1 ≤ d) {e μ n : ℝ → ℝ}
    (hn : RadialDensity n) (he : ∀ x, 0 < x → HasDerivAt e (μ x) x)
    (hμ : ∀ x, 0 < x → DifferentiableAt ℝ μ x)
    (h1 : IntegrableOn (fun r => r ^ (d - 1) * (n r * μ (n r) - e (n r))) (Ioi 0))
    (h2 : IntegrableOn (fun r => r ^ d * (n r * deriv (fun s => μ (n s)) r)) (Ioi 0)) :
    virial d n (fun r => μ (n r)) =
      d * ∫ r in Ioi (0 : ℝ), r ^ (d - 1) * (n r * μ (n r) - e (n r)) := by
  have hn0 := hn.pos 0 le_rfl
  refine radial_integration_by_parts hd (P := fun r => n r * μ (n r) - e (n r)) ?_ ?_ h1 h2
  · exact (hn.cont.mul ((hμ _ hn0).continuousAt.comp_continuousWithinAt hn.cont)).sub
      ((he _ hn0).continuousAt.comp_continuousWithinAt hn.cont)
  · -- the terms with `n'` cancel because `μ` is the derivative of `e`
    intro r hr
    have hp := hn.pos r (le_of_lt hr)
    have hdn := (hn.diff r hr).hasDerivAt
    have hm : DifferentiableAt ℝ (fun s => μ (n s)) r := (hμ _ hp).comp r (hn.diff r hr)
    have hen : HasDerivAt (fun s => e (n s)) (μ (n r) * deriv n r) r := (he _ hp).comp r hdn
    exact ((hdn.fun_mul hm.hasDerivAt).fun_sub hen).congr_deriv (by ring)

/-- At positive density the power-law potential is the derivative of the energy density. -/
theorem hasDerivAt_energyDensity (c p : ℝ) {x : ℝ} (hx : 0 < x) :
    HasDerivAt (energyDensity c p) (potential c p x) x :=
  ((Real.hasDerivAt_rpow_const (p := p) (Or.inl hx.ne')).const_mul c).congr_deriv
    (by unfold potential; ring)

/-- At positive density `x`, the power law satisfies `x v - e = (p - 1) e`. -/
theorem pressure_eq (c p : ℝ) {x : ℝ} (hx : 0 < x) :
    x * potential c p x - energyDensity c p x = (p - 1) * energyDensity c p x := by
  have h : x * x ^ (p - 1) = x ^ p := by
    rw [Real.rpow_sub_one hx.ne']
    field_simp
  unfold potential energyDensity
  linear_combination c * p * h

/-- Levy-Perdew virial relation for a power-law functional of a `RadialDensity`: in dimension
`d ≥ 1`, with the energy and virial integrands integrable, the virial is `d (p - 1)` times the
energy. -/
theorem levy_perdew_virial {d : ℕ} (hd : 1 ≤ d) {c p : ℝ} {n : ℝ → ℝ}
    (hn : RadialDensity n)
    (hE : IntegrableOn (fun r => r ^ (d - 1) * energyDensity c p (n r)) (Ioi 0))
    (hV : IntegrableOn
      (fun r => r ^ d * (n r * deriv (fun s => potential c p (n s)) r)) (Ioi 0)) :
    virial d n (fun r => potential c p (n r)) = d * (p - 1) * energy d c p n := by
  have hcongr : EqOn (fun r => (p - 1) * (r ^ (d - 1) * energyDensity c p (n r)))
      (fun r => r ^ (d - 1) * (n r * potential c p (n r) - energyDensity c p (n r)))
      (Ioi 0) := by
    intro r hr
    simp only [pressure_eq c p (hn.pos r (le_of_lt hr))]
    ring
  have hE' : IntegrableOn (fun r => (p - 1) * (r ^ (d - 1) * energyDensity c p (n r)))
      (Ioi 0) := Integrable.const_mul hE _
  rw [virial_local_functional hd hn (fun x hx => hasDerivAt_energyDensity c p hx)
    (fun x hx => ((Real.hasDerivAt_rpow_const (p := p - 1)
      (Or.inl hx.ne')).const_mul (c * p)).differentiableAt)
    (hE'.congr_fun hcongr measurableSet_Ioi) hV,
    ← setIntegral_congr_fun measurableSet_Ioi hcongr, integral_const_mul]
  unfold energy
  ring

/-- For a `RadialDensity` in three dimensions with `p = 4/3`, and with both integrands integrable,
the virial of the LDA exchange potential equals the LDA exchange energy. -/
theorem lda_exchange_virial {c : ℝ} {n : ℝ → ℝ} (hn : RadialDensity n)
    (hE : IntegrableOn (fun r => r ^ 2 * energyDensity c (4 / 3) (n r)) (Ioi 0))
    (hV : IntegrableOn
      (fun r => r ^ 3 * (n r * deriv (fun s => potential c (4 / 3) (n s)) r)) (Ioi 0)) :
    virial 3 n (fun r => potential c (4 / 3) (n r)) = energy 3 c (4 / 3) n := by
  rw [levy_perdew_virial (by norm_num) hn hE hV]
  norm_num

/-- For a `RadialDensity` with nonzero energy in dimension `d ≥ 1`, and with both integrands
integrable, the virial equals the energy exactly when `p = 1 + 1/d`. -/
theorem virial_eq_energy_iff {d : ℕ} (hd : 1 ≤ d) {c p : ℝ} {n : ℝ → ℝ}
    (hn : RadialDensity n)
    (hE : IntegrableOn (fun r => r ^ (d - 1) * energyDensity c p (n r)) (Ioi 0))
    (hV : IntegrableOn
      (fun r => r ^ d * (n r * deriv (fun s => potential c p (n s)) r)) (Ioi 0))
    (hne : energy d c p n ≠ 0) :
    virial d n (fun r => potential c p (n r)) = energy d c p n ↔ p = 1 + 1 / (d : ℝ) := by
  have hd0 : (d : ℝ) ≠ 0 := Nat.cast_ne_zero.mpr (by omega)
  rw [levy_perdew_virial hd hn hE hV]
  constructor
  · intro h
    have h1 : (d : ℝ) * (p - 1) = 1 := mul_right_cancel₀ hne (by rw [h, one_mul])
    have h2 : p - 1 = 1 / (d : ℝ) := by
      rw [eq_div_iff hd0]
      linarith
    linarith
  · intro h
    have h1 : (d : ℝ) * (p - 1) = 1 := by
      rw [h, add_sub_cancel_left, mul_one_div_cancel hd0]
    rw [h1, one_mul]

end

end LevyPerdewVirial
```

```lean
#print axioms LevyPerdewVirial.levy_perdew_virial
#print axioms LevyPerdewVirial.lda_exchange_virial
#print axioms LevyPerdewVirial.virial_eq_energy_iff
```

```
'LevyPerdewVirial.levy_perdew_virial' depends on axioms: [propext, Classical.choice, Quot.sound]
'LevyPerdewVirial.lda_exchange_virial' depends on axioms: [propext, Classical.choice, Quot.sound]
'LevyPerdewVirial.virial_eq_energy_iff' depends on axioms: [propext, Classical.choice, Quot.sound]
```

## The relation in words

The main theorem, `levy_perdew_virial`, concerns a functional whose energy per volume is c n^p, with potential v = c p n^(p−1). In d dimensions, with all integrals over r from 0 to ∞, it states

−∫ r^d n v′ dr = d (p − 1) ∫ r^(d−1) c n^p dr.

The left side is `virial` and the integral on the right is `energy`. For d = 3 and p = 4/3 the prefactor is 3 · 1/3 = 1, so the virial equals the energy. This is `lda_exchange_virial`, and it answers the opening question with yes.

Levy and Perdew's relation holds for the exact exchange functional, where it follows from the behaviour of exchange under uniform scaling of the coordinates. The theorem here treats local power laws and radial densities, and it gets the relation from the explicit formula for v in terms of n, by integration by parts.

## Densities, potentials and units

`RadialDensity n` says that n is positive for r ≥ 0, continuous at the origin from the right, and differentiable for r > 0. A nuclear cusp is therefore allowed. The density need not be normalised, and its derivative need not be continuous.

For a radial potential, r · ∇v = r v′, and the volume element contributes r^(d−1) dr times a solid-angle factor. That factor, 4π in three dimensions, is left out of both `virial` and `energy`; multiplying both by it gives the full integrals. In one dimension the setting is an even density on the line, and the factor is 2.

The constant c is arbitrary. In LDA exchange it is a negative number fixed by the uniform electron gas. The power 4/3 reflects that exchange energy per electron scales as an inverse length, hence as n^(1/3).

The hypotheses `hE` and `hV` say that the energy and virial integrands are integrable. No separate decay condition on the density is imposed. The potential is tied to the energy by `hasDerivAt_energyDensity`, which shows that it is the ordinary derivative of c x^p at positive density x. The functional derivative itself is not formalised.

Molecules without spherical symmetry, gradient corrections and densities that vanish somewhere lie beyond these hypotheses. For spherical atoms treated with LDA exchange, comparing the two integrals gives a check on a program's potential and energy. A disagreement beyond numerical error signals an inconsistency, but agreement does not prove consistency: a constant added to the potential leaves the virial unchanged.

## From the pressure to the virial

Let e(n) be a local energy density whose derivative μ = e′ is itself differentiable, and define

P(r) = n μ(n) − e(n).

For a uniform system this is the contribution of e to the zero-temperature pressure. Differentiating with respect to r gives

P′ = n′ μ(n) + n (μ(n))′ − μ(n) n′ = n (μ(n))′.

With v(r) = μ(n(r)), the virial integrand r^d n v′ is thus r^d P′. The product rule gives

(r^d P)′ = d r^(d−1) P + r^d P′.

Integrate this from 0 to ∞. At the origin r^d P vanishes, because d ≥ 1 and P is continuous there.

At infinity, write F = r^d P. Both terms of F′ are integrable, so F tends to some limit L. Also F/r = r^(d−1) P is integrable. If L were nonzero, then |F| > |L|/2 beyond some radius, and there

1/r ≤ (2/|L|) |F|/r.

This would make 1/r integrable at infinity, but its integral diverges logarithmically. Hence L = 0, and

−∫ r^d n v′ dr = d ∫ r^(d−1) P dr.

For the power law,

P = n · c p n^(p−1) − c n^p = (p − 1) c n^p,

and substituting this gives the main relation.

If the energy is nonzero, the virial equals it exactly when d (p − 1) = 1, that is, when p = 1 + 1/d. This is `virial_eq_energy_iff`. The condition on the energy excludes c = 0, where both sides vanish for every p.

## The same steps in Lean

`boundary_term_vanishes` contains the argument at infinity. A Mathlib lemma supplies the limit of F from the integrability of F′. The proof then assumes L ≠ 0, bounds 1/r with `Integrable.mono'`, and contradicts `not_integrableOn_Ioi_inv`.

`radial_integration_by_parts` establishes the product rule as `hder` and rewrites r^d P / r as r^(d−1) P in `hdiv`. The step `key` is the fundamental theorem of calculus on the half-line with both boundary values zero; `linarith` then rearranges it.

`virial_local_functional` applies this to P = n μ(n) − e(n). Its first bullet proves continuity at the origin. Its second differentiates P by the chain and product rules, and the closing `ring` cancels the two terms that contain n′.

`pressure_eq` is the identity P = (p − 1) c n^p, which rests on x · x^(p−1) = x^p for x > 0. `levy_perdew_virial` uses it to exchange the integrands and takes the constant p − 1 out of the integral. The LDA case follows by evaluating the prefactor with `norm_num`, and the equivalence by cancelling the nonzero energy.

## An exponential density worked by hand

Take d = 3, p = 4/3 and n(r) = e^(−3r), which has a cusp at the nucleus. Then n^(4/3) = e^(−4r), and the energy without the factor 4π is

c ∫ r² e^(−4r) dr = c · 2/4³ = c/32.

The potential is v = (4/3) c e^(−r), so n v′ = −(4/3) c e^(−4r), and the virial is

(4/3) c ∫ r³ e^(−4r) dr = (4/3) c · 6/4⁴ = c/32.

The two agree; with the solid angle restored, each is πc/8. This density integrates to 8π/27 electrons. Normalising it to one electron means multiplying n by A = 27/(8π), which multiplies both the energy and the virial by A^(4/3) and preserves the equality.
